# A nuclear amplitude that is nonzero at a circular conical intersection makes the integrated diagonal correction diverge

Let \((x,y)\) be scaled nuclear coordinates with the intersection at the origin, and let \(\rho=\sqrt{x^2+y^2}\). On the half plane \(x>0\) the polar angle is \(\theta=\arctan(y/x)\). The electronic state is the real, normalised vector

\[
\varphi=\bigl(-\sin(\theta/2),\ \cos(\theta/2)\bigr),
\]

which is the lower eigenvector, with energy \(-\rho\), of the two-state Hamiltonian \(\begin{pmatrix}x&y\\y&-x\end{pmatrix}\). The nuclear amplitude along a ray is a real continuous function \(f\) on \([0,1]\), and \(\delta\in(0,1]\) is an inner cutoff. Define

\[
I(\delta)=\int_\delta^1\frac{f(\rho)^2}{\rho}\,d\rho,\qquad
E(\delta)=\int_\delta^1 f(\rho)^2\,\bigl(\|\partial_x\varphi\|^2+\|\partial_y\varphi\|^2\bigr)\,\rho\,d\rho .
\]

With the prefactor \(\hbar^2/2M\), where \(M\) is the effective mass that both scaled coordinates share in the nuclear kinetic energy, \(E\) is the contribution per unit angle, at the angle of the ray and from radii between \(\delta\) and \(1\), to the expectation value of the diagonal Born–Oppenheimer correction in a normalised nuclear state. The prefactor is left out below.

## From the half angle to a logarithm

The claim is that \(E(\delta)\to\infty\) as \(\delta\to0^+\) if \(f(0)\neq0\), and that \(E(\delta)\le C^2/(8\alpha)\) for every cutoff if \(|f(\rho)|\le C\rho^\alpha\) on \((0,1]\) with \(\alpha>0\).

If the angle depends on a parameter \(t\) as \(g(t)\), the state has derivative \(-\tfrac{g'}{2}\bigl(\cos(g/2),\sin(g/2)\bigr)\), whose squared norm is \(g'^2/4\). The partial derivatives of the polar angle are

\[
\partial_x\theta=-\frac{y}{\rho^2},\qquad \partial_y\theta=\frac{x}{\rho^2},
\]

and therefore

\[
\|\partial_x\varphi\|^2+\|\partial_y\varphi\|^2=\frac{x^2+y^2}{4\rho^4}=\frac1{4\rho^2}.
\]

Multiplying by \(f^2\rho\) leaves \(f^2/(4\rho)\), so \(E(\delta)=I(\delta)/4\). The factor \(\rho\) from the planar measure is easily lost here. Without it the integrand would be \(f^2/(4\rho^2)\), the divergence would look like \(1/\delta\), and a power law \(\rho^\alpha\) would seem to need \(\alpha>1/2\).

Suppose \(f(0)\ne0\) and put \(m=f(0)^2/2\). By continuity there is a radius \(r\le1\) with \(f^2\ge m\) on \((0,r]\). For \(\delta\le r\),

\[
I(\delta)\ \ge\ \int_\delta^r\frac{m}{\rho}\,d\rho=m\log\frac r\delta\ \to\ \infty .
\]

If instead \(|f|\le C\rho^\alpha\), then

\[
I(\delta)\le C^2\int_\delta^1\rho^{2\alpha-1}\,d\rho=\frac{C^2}{2\alpha}\bigl(1-\delta^{2\alpha}\bigr)\le\frac{C^2}{2\alpha},
\]

and a quarter of this is the stated bound.

Vanishing at the cone is not enough by itself. Take \(f(\rho)=1/\sqrt{1-\log\rho}\) with \(f(0)=0\), which is continuous. Since \(-\log(1-\log\rho)\) has derivative \(1/\bigl(\rho(1-\log\rho)\bigr)=f^2/\rho\), the integral is \(I(\delta)=\log(1-\log\delta)\), which still diverges.

If the amplitude is held fixed with \(f(0)\neq0\), a numerical value of \(E\) does not settle as smaller radii are included. In this two-state linear model, halving a small cutoff adds about \(\tfrac14 f(0)^2\log2\) to \(E\), however small the cutoff already is. A single-surface calculation that solves for the amplitude can behave differently, since the repulsive correction can make the amplitude vanish at the cone.

## The state and the integrals in Lean

```lean
import Mathlib

open Set Filter Topology

namespace ConicalDiagonalCorrection

noncomputable section
```

The electronic state is a function `Fin 2 → ℝ`, a vector with two real components. The Hamiltonian does not appear in the file; the state is given directly.

```lean
/-- The real two-component electronic state with mixing angle `t / 2`. -/
def halfAngleState (t : ℝ) : Fin 2 → ℝ := ![-Real.sin (t / 2), Real.cos (t / 2)]

/-- The state of the circular cone at the nuclear position `(x, y)`, with polar angle
`arctan (y / x)` in the half plane `x > 0`. -/
def coneState (x y : ℝ) : Fin 2 → ℝ := halfAngleState (Real.arctan (y / x))
```

The squared norms are written as sums over components, because that is the Euclidean norm meant in the physics. The derivatives are actual partial derivatives of `coneState`, and the inverse-square law is proved from them.

```lean
/-- The sum of the squared norms of the `x` and `y` derivatives of the cone state. -/
def gradientNormSq (x y : ℝ) : ℝ :=
  (∑ i, (deriv (fun s => coneState s y i) x) ^ 2) +
    (∑ i, (deriv (fun t => coneState x t i) y) ^ 2)

/-- The integral of `f ^ 2 / ρ` from the inner cutoff `δ` to `1`. -/
def coneIntegral (f : ℝ → ℝ) (δ : ℝ) : ℝ := ∫ ρ in δ..1, f ρ ^ 2 / ρ
```

`coneIntegral f δ` is \(I(\delta)\), and `rayEnergy f θ δ` is \(E(\delta)\) on the ray at angle \(\theta\).

```lean
/-- The squared derivative norm of the cone state, weighted with the nuclear density `f ^ 2` and
the planar measure `ρ dρ`, integrated along the ray of angle `θ` from `δ` to `1`. -/
def rayEnergy (f : ℝ → ℝ) (θ δ : ℝ) : ℝ :=
  ∫ ρ in δ..1, f ρ ^ 2 * gradientNormSq (ρ * Real.cos θ) (ρ * Real.sin θ) * ρ

/-- A nuclear amplitude that vanishes at the cone, but only logarithmically slowly. -/
def slowProfile (ρ : ℝ) : ℝ := if ρ = 0 then 0 else (Real.sqrt (1 - Real.log ρ))⁻¹
```

## The inverse-square law

The first lemma is the chain rule for the half angle. Its last line supplies \(\sin^2+\cos^2=1\).

```lean
/-- When the angle changes at rate `g'`, the half-angle state moves with squared speed
`g' ^ 2 / 4`. -/
theorem halfAngle_speed {g : ℝ → ℝ} {g' s : ℝ} (h : HasDerivAt g g' s) :
    (∑ i, (deriv (fun t => halfAngleState (g t) i) s) ^ 2) = g' ^ 2 / 4 := by
  have h2 := h.div_const 2
  have h0 : HasDerivAt (fun t => halfAngleState (g t) 0)
      (-(Real.cos (g s / 2) * (g' / 2))) s := h2.sin.fun_neg
  have h1 : HasDerivAt (fun t => halfAngleState (g t) 1)
      (-Real.sin (g s / 2) * (g' / 2)) s := h2.cos
  rw [Fin.sum_univ_two, h0.deriv, h1.deriv]
  linear_combination (g' ^ 2 / 4) * Real.sin_sq_add_cos_sq (g s / 2)
```

In the next proof, `ax` and `ay` are the two derivatives of the polar angle. Each is passed to `halfAngle_speed`, and the algebra at the end adds the two squares. The hypothesis `0 < x` keeps the point in the half plane where \(\arctan(y/x)\) is the polar angle. The sign change of the state around a full loop is therefore not treated.

```lean
/-- In the half plane `x > 0`, the squared norms of the two derivatives of the cone state sum to one
quarter of the inverse squared distance from the intersection. -/
theorem gradientNormSq_eq {x y : ℝ} (hx : 0 < x) :
    gradientNormSq x y = 1 / (4 * (x ^ 2 + y ^ 2)) := by
  have hD : x ^ 2 + y ^ 2 ≠ 0 := by positivity
  have hx0 : x ≠ 0 := hx.ne'
  have hq : 1 + (y / x) ^ 2 = (x ^ 2 + y ^ 2) / x ^ 2 := by field_simp
  -- the two partial derivatives of the polar angle
  have ax : HasDerivAt (fun s => Real.arctan (y / s)) (-y / (x ^ 2 + y ^ 2)) x := by
    have h : HasDerivAt (fun s : ℝ => y / s) (-y / x ^ 2) x :=
      ((hasDerivAt_const x y).fun_div (hasDerivAt_id' x) hx0).congr_deriv (by ring)
    have e : 1 / (1 + (y / x) ^ 2) * (-y / x ^ 2) = -y / (x ^ 2 + y ^ 2) := by
      rw [hq]; field_simp
    exact h.arctan.congr_deriv e
  have ay : HasDerivAt (fun t => Real.arctan (t / x)) (x / (x ^ 2 + y ^ 2)) y := by
    have e : 1 / (1 + (y / x) ^ 2) * (1 / x) = x / (x ^ 2 + y ^ 2) := by
      rw [hq]; field_simp
    exact ((hasDerivAt_id' y).div_const x).arctan.congr_deriv e
  have e1 : (∑ i, (deriv (fun s => coneState s y i) x) ^ 2)
      = (-y / (x ^ 2 + y ^ 2)) ^ 2 / 4 := halfAngle_speed ax
  have e2 : (∑ i, (deriv (fun t => coneState x t i) y) ^ 2)
      = (x / (x ^ 2 + y ^ 2)) ^ 2 / 4 := halfAngle_speed ay
  rw [gradientNormSq, e1, e2]
  field_simp
  ring
```

## Divergence for a nonzero amplitude

Away from the origin \(f^2/\rho\) is continuous, hence integrable.

```lean
/-- Away from the cone the integrand `f ^ 2 / ρ` of a continuous amplitude is integrable. -/
theorem integrable_away {f : ℝ → ℝ} (hf : ContinuousOn f (Icc 0 1)) {a b : ℝ}
    (ha : 0 < a) (hab : a ≤ b) (hb : b ≤ 1) :
    IntervalIntegrable (fun ρ => f ρ ^ 2 / ρ) MeasureTheory.volume a b := by
  have hs : Icc a b ⊆ Icc 0 1 := fun ρ h => ⟨ha.le.trans h.1, h.2.trans hb⟩
  have hc : ContinuousOn (fun ρ => f ρ ^ 2 / ρ) (Icc a b) :=
    ((hf.mono hs).pow 2).div continuousOn_id (fun ρ h => (ha.trans_le h.1).ne')
  exact hc.intervalIntegrable_of_Icc hab
```

The logarithmic lower bound splits the integral at \(r\). The part `tail` is nonnegative, and `core` compares the integrand with \(m/\rho\) on \([\delta,r]\).

```lean
/-- If the density `f ^ 2` of a continuous amplitude is at least `m` up to radius `r`, with `δ ≤ r ≤
1`, the cutoff integral is at least `m * log (r / δ)`. -/
theorem log_le_coneIntegral {f : ℝ → ℝ} (hf : ContinuousOn f (Icc 0 1)) {m r δ : ℝ}
    (hδ : 0 < δ) (hδr : δ ≤ r) (hr : r ≤ 1) (hm : ∀ ρ ∈ Ioc 0 r, m ≤ f ρ ^ 2) :
    m * Real.log (r / δ) ≤ coneIntegral f δ := by
  have hr0 : 0 < r := hδ.trans_le hδr
  have i1 := integrable_away hf hδ hδr hr
  have i2 := integrable_away hf hr0 hr le_rfl
  have split := intervalIntegral.integral_add_adjacent_intervals i1 i2
  have tail : 0 ≤ ∫ ρ in r..1, f ρ ^ 2 / ρ :=
    intervalIntegral.integral_nonneg hr
      (fun ρ h => div_nonneg (sq_nonneg _) (hr0.le.trans h.1))
  have core : m * Real.log (r / δ) ≤ ∫ ρ in δ..r, f ρ ^ 2 / ρ := by
    rw [← integral_inv_of_pos hδ hr0, ← intervalIntegral.integral_const_mul]
    refine intervalIntegral.integral_mono_on hδr ?_ i1 ?_
    · have hc : ContinuousOn (fun ρ : ℝ => m * ρ⁻¹) (Icc δ r) :=
        continuousOn_const.mul (continuousOn_id.inv₀ (fun ρ h => (hδ.trans_le h.1).ne'))
      exact hc.intervalIntegrable_of_Icc hδr
    · intro ρ h
      have hρ : 0 < ρ := hδ.trans_le h.1
      show m * ρ⁻¹ ≤ f ρ ^ 2 / ρ
      rw [div_eq_mul_inv]
      exact mul_le_mul_of_nonneg_right (hm ρ ⟨hρ, h.2⟩) (inv_nonneg.2 hρ.le)
  unfold coneIntegral
  linarith
```

Continuity at the origin now provides \(r\). To exceed a given bound \(B\), the proof takes \(\delta<r\,e^{-B/m}\). The filter `𝓝[>] 0` expresses \(\delta\to0^+\).

```lean
/-- If a continuous amplitude does not vanish at the cone, the integral of `f ^ 2 / ρ` tends to
infinity as the cutoff is removed. -/
theorem coneIntegral_tendsto_atTop {f : ℝ → ℝ} (hf : ContinuousOn f (Icc 0 1))
    (h0 : f 0 ≠ 0) : Tendsto (coneIntegral f) (𝓝[>] 0) atTop := by
  have hm : 0 < f 0 ^ 2 / 2 := by positivity
  have hc : ContinuousWithinAt (fun ρ => f ρ ^ 2) (Icc 0 1) 0 :=
    (hf 0 ⟨le_rfl, zero_le_one⟩).pow 2
  obtain ⟨η, hη, hclose⟩ := Metric.continuousWithinAt_iff.1 hc _ hm
  -- a radius below which the density keeps half of its value at the cone
  obtain ⟨r, hr0, hr1, hrη⟩ : ∃ r : ℝ, 0 < r ∧ r ≤ 1 ∧ r < η :=
    ⟨min (η / 2) 1, lt_min (by linarith) one_pos, min_le_right _ _,
      (min_le_left _ _).trans_lt (by linarith)⟩
  have hlow : ∀ ρ ∈ Ioc 0 r, f 0 ^ 2 / 2 ≤ f ρ ^ 2 := by
    intro ρ h
    have hd : dist ρ 0 < η := by
      rw [Real.dist_eq, sub_zero, abs_of_pos h.1]
      exact h.2.trans_lt hrη
    have h3 := hclose ⟨h.1.le, h.2.trans hr1⟩ hd
    rw [Real.dist_eq] at h3
    linarith [(abs_lt.1 h3).1]
  rw [tendsto_atTop]
  intro B
  have hE : 0 < r * Real.exp (-(B / (f 0 ^ 2 / 2))) := mul_pos hr0 (Real.exp_pos _)
  filter_upwards [Ioo_mem_nhdsGT (lt_min hr0 hE)] with δ hδ
  have hlog := Real.log_lt_log hδ.1 (hδ.2.trans_le (min_le_right _ _))
  rw [Real.log_mul hr0.ne' (Real.exp_pos _).ne', Real.log_exp] at hlog
  refine le_trans ?_
    (log_le_coneIntegral hf hδ.1 (hδ.2.le.trans (min_le_left _ _)) hr1 hlow)
  rw [Real.log_div hr0.ne' hδ.1.ne', mul_comm]
  exact (div_le_iff₀ hm).1 (by linarith)
```

## Power laws and a borderline amplitude

The power-law integral is evaluated exactly, and monotonicity of the integral transfers the value as an upper bound to every continuous \(f\) with \(|f|\le C\rho^\alpha\) on \((0,1]\).

```lean
/-- The cutoff integral for the power-law amplitude `C * ρ ^ α` in closed form. -/
theorem coneIntegral_power (C : ℝ) {α δ : ℝ} (hα : 0 < α) (hδ : 0 < δ) (hδ1 : δ ≤ 1) :
    coneIntegral (fun ρ => C * ρ ^ α) δ = C ^ 2 / (2 * α) * (1 - δ ^ (2 * α)) := by
  have h1 : coneIntegral (fun ρ => C * ρ ^ α) δ
      = ∫ ρ in δ..1, C ^ 2 * ρ ^ (2 * α - 1) := by
    refine intervalIntegral.integral_congr ?_
    intro ρ h
    rw [uIcc_of_le hδ1] at h
    have hρ : 0 < ρ := hδ.trans_le h.1
    show (C * ρ ^ α) ^ 2 / ρ = C ^ 2 * ρ ^ (2 * α - 1)
    rw [Real.rpow_sub_one hρ.ne', two_mul, Real.rpow_add hρ]
    ring
  rw [h1, intervalIntegral.integral_const_mul, integral_rpow (Or.inl (by linarith)),
    sub_add_cancel, Real.one_rpow]
  ring

/-- An amplitude bounded by `C * ρ ^ α` has a cutoff integral no larger than that of the power
law itself. -/
theorem coneIntegral_le {f : ℝ → ℝ} (hf : ContinuousOn f (Icc 0 1)) {C α δ : ℝ}
    (hα : 0 < α) (hb : ∀ ρ ∈ Ioc (0 : ℝ) 1, |f ρ| ≤ C * ρ ^ α) (hδ : 0 < δ) (hδ1 : δ ≤ 1) :
    coneIntegral f δ ≤ C ^ 2 / (2 * α) * (1 - δ ^ (2 * α)) := by
  rw [← coneIntegral_power C hα hδ hδ1]
  have hp : Continuous (fun ρ : ℝ => C * ρ ^ α) :=
    continuous_const.mul (continuous_id.rpow_const (fun _ => Or.inr hα.le))
  refine intervalIntegral.integral_mono_on hδ1 (integrable_away hf hδ hδ1 le_rfl)
    (integrable_away hp.continuousOn hδ hδ1 le_rfl) ?_
  intro ρ h
  have hρ : 0 < ρ := hδ.trans_le h.1
  have hsq := pow_le_pow_left₀ (abs_nonneg _) (hb ρ ⟨hρ, h.2⟩) 2
  rw [sq_abs] at hsq
  exact div_le_div_of_nonneg_right hsq hρ.le
```

For the logarithmic profile, continuity at zero is shown directly: \(\rho<e^{-1/\varepsilon^2}\) forces \(f(\rho)<\varepsilon\). The step `hI` is the antiderivative computation above, and \(\delta<e^{1-e^B}\) makes the integral at least \(B\).

```lean
/-- The slow profile is continuous and vanishes at the cone, and still its integral of
`f ^ 2 / ρ` tends to infinity. -/
theorem slowProfile_diverges : ContinuousOn slowProfile (Icc 0 1) ∧ slowProfile 0 = 0 ∧
    Tendsto (coneIntegral slowProfile) (𝓝[>] 0) atTop := by
  have hz : slowProfile 0 = 0 := if_pos rfl
  have hpos : ∀ ρ : ℝ, 0 < ρ → ρ ≤ 1 → 0 < 1 - Real.log ρ := fun ρ h h1 => by
    linarith [Real.log_nonpos h.le h1]
  have hc : ContinuousOn slowProfile (Icc 0 1) := by
    intro x hx
    rcases hx.1.eq_or_lt with h | h
    · subst h
      rw [Metric.continuousWithinAt_iff]
      intro ε hε
      refine ⟨Real.exp (-(ε⁻¹) ^ 2), Real.exp_pos _, fun y hy hd => ?_⟩
      rcases hy.1.eq_or_lt with h | h
      · rw [← h, dist_self]; exact hε
      · rw [Real.dist_eq, sub_zero, abs_of_pos h] at hd
        have hl := Real.log_lt_log h hd
        rw [Real.log_exp] at hl
        have hs : ε⁻¹ < Real.sqrt (1 - Real.log y) := Real.lt_sqrt_of_sq_lt (by linarith)
        have hv : slowProfile y = (Real.sqrt (1 - Real.log y))⁻¹ := if_neg h.ne'
        rw [Real.dist_eq, hz, sub_zero, hv, abs_of_nonneg (inv_nonneg.2 (Real.sqrt_nonneg _))]
        exact inv_lt_of_inv_lt₀ hε hs
    · have h1 : ContinuousAt (fun ρ => (Real.sqrt (1 - Real.log ρ))⁻¹) x :=
        ((continuousAt_const.sub (Real.continuousAt_log h.ne')).sqrt).inv₀
          (Real.sqrt_pos.2 (hpos x h hx.2)).ne'
      refine (h1.congr ?_).continuousWithinAt
      filter_upwards [isOpen_ne.mem_nhds h.ne'] with ρ hρ
      exact (if_neg hρ).symm
  refine ⟨hc, hz, ?_⟩
  -- the integral is log (1 - log δ)
  have hI : ∀ δ : ℝ, 0 < δ → δ ≤ 1 →
      coneIntegral slowProfile δ = Real.log (1 - Real.log δ) := by
    intro δ hδ hδ1
    have hd : ∀ ρ ∈ uIcc δ 1, HasDerivAt (fun t => -Real.log (1 - Real.log t))
        (slowProfile ρ ^ 2 / ρ) ρ := by
      intro ρ h
      rw [uIcc_of_le hδ1] at h
      have hρ : 0 < ρ := hδ.trans_le h.1
      have hL := hpos ρ hρ h.2
      have hv : slowProfile ρ = (Real.sqrt (1 - Real.log ρ))⁻¹ := if_neg hρ.ne'
      have e : -(-ρ⁻¹ / (1 - Real.log ρ)) = slowProfile ρ ^ 2 / ρ := by
        rw [hv, inv_pow, Real.sq_sqrt hL.le]
        ring
      exact (((Real.hasDerivAt_log hρ.ne').const_sub 1).log hL.ne').fun_neg.congr_deriv e
    rw [coneIntegral, intervalIntegral.integral_eq_sub_of_hasDerivAt hd
      (integrable_away hc hδ hδ1 le_rfl)]
    simp
  rw [tendsto_atTop]
  intro B
  filter_upwards [Ioo_mem_nhdsGT (lt_min one_pos (Real.exp_pos (1 - Real.exp B)))] with δ hδ
  have hl := Real.log_lt_log hδ.1 (hδ.2.trans_le (min_le_right _ _))
  rw [Real.log_exp] at hl
  have hδ1 : δ ≤ 1 := hδ.2.le.trans (min_le_left _ _)
  rw [hI δ hδ.1 hδ1, Real.le_log_iff_exp_le (hpos δ hδ.1 hδ1)]
  linarith
```

## The correction along a ray

The condition `0 < Real.cos θ` says that the ray lies in the half plane \(x>0\). Substituting \(x=\rho\cos\theta\), \(y=\rho\sin\theta\) into the inverse-square law gives \(E=I/4\).

```lean
/-- Along every ray in the half plane `x > 0`, the weighted derivative term is one quarter of the
integral of `f ^ 2 / ρ`. -/
theorem rayEnergy_eq (f : ℝ → ℝ) {θ δ : ℝ} (hθ : 0 < Real.cos θ) (hδ : 0 < δ) (hδ1 : δ ≤ 1) :
    rayEnergy f θ δ = 1 / 4 * coneIntegral f δ := by
  rw [rayEnergy, coneIntegral, ← intervalIntegral.integral_const_mul]
  refine intervalIntegral.integral_congr ?_
  intro ρ h
  rw [uIcc_of_le hδ1] at h
  have hρ : 0 < ρ := hδ.trans_le h.1
  have hr : (ρ * Real.cos θ) ^ 2 + (ρ * Real.sin θ) ^ 2 = ρ ^ 2 := by
    linear_combination ρ ^ 2 * Real.sin_sq_add_cos_sq θ
  show f ρ ^ 2 * gradientNormSq (ρ * Real.cos θ) (ρ * Real.sin θ) * ρ = 1 / 4 * (f ρ ^ 2 / ρ)
  rw [gradientNormSq_eq (mul_pos hρ hθ), hr]
  field_simp
```

The final theorem reads as follows. For \(f\) continuous on \([0,1]\) and any such ray, `rayEnergy f θ` tends to infinity as \(\delta\to0^+\) if \(f(0)\neq0\). If \(|f|\le C\rho^\alpha\) on \((0,1]\) with \(\alpha>0\), it is at most \(C^2/(8\alpha)\) for every \(\delta\in(0,1]\). Both parts follow by multiplying the earlier results by one quarter.

The amplitude is prescribed, not obtained from a nuclear Schrödinger equation, and the theorem concerns one ray of an exactly circular cone with two electronic states.

```lean
/-- For a continuous nuclear amplitude and a ray in the half plane `x > 0`, the weighted derivative
term of the cone state tends to infinity as the cutoff is removed if the nuclear amplitude is
nonzero at the cone, and is at most `C ^ 2 / (8 * α)` for every cutoff if the amplitude is bounded
by `C * ρ ^ α` with `α > 0`. -/
theorem cone_diagonal_correction {f : ℝ → ℝ} (hf : ContinuousOn f (Icc 0 1)) {θ : ℝ}
    (hθ : 0 < Real.cos θ) :
    (f 0 ≠ 0 → Tendsto (rayEnergy f θ) (𝓝[>] 0) atTop) ∧
    (∀ C α : ℝ, 0 < α → (∀ ρ ∈ Ioc (0 : ℝ) 1, |f ρ| ≤ C * ρ ^ α) →
      ∀ δ ∈ Ioc (0 : ℝ) 1, rayEnergy f θ δ ≤ C ^ 2 / (8 * α)) := by
  constructor
  · intro h0
    have h := (coneIntegral_tendsto_atTop hf h0).const_mul_atTop
      (by norm_num : (0 : ℝ) < 1 / 4)
    refine h.congr' ?_
    filter_upwards [Ioo_mem_nhdsGT (one_pos : (0 : ℝ) < 1)] with δ hδ
    exact (rayEnergy_eq f hθ hδ.1 hδ.2.le).symm
  · intro C α hα hb δ hδ
    have h1 := coneIntegral_le hf hα hb hδ.1 hδ.2
    have h2 : C ^ 2 / (2 * α) * (1 - δ ^ (2 * α)) ≤ C ^ 2 / (2 * α) :=
      mul_le_of_le_one_right (by positivity)
        (by linarith [Real.rpow_nonneg hδ.1.le (2 * α)])
    have h3 : C ^ 2 / (8 * α) = 1 / 4 * (C ^ 2 / (2 * α)) := by
      ring
    rw [rayEnergy_eq f hθ hδ.1 hδ.2, h3]
    linarith

end

end ConicalDiagonalCorrection
```

```lean
#print axioms ConicalDiagonalCorrection.slowProfile_diverges
#print axioms ConicalDiagonalCorrection.cone_diagonal_correction
```

```
'ConicalDiagonalCorrection.slowProfile_diverges' depends on axioms: [propext, Classical.choice, Quot.sound]
'ConicalDiagonalCorrection.cone_diagonal_correction' depends on axioms: [propext, Classical.choice, Quot.sound]
```
